# Spin-unpolarized single-orbital SCAN correlation at fixed reduced gradient: the energy stays negative, and its low-density tail is proportional to the gradient factor

## Does the gradient correction die out at low density?

Let r be the Wigner-Seitz radius in atomic units, s the reduced density gradient, and α the iso-orbital indicator of SCAN, which is zero where a single orbital makes up the density. For a spin-unpolarized density at α = 0, I write the SCAN correlation energy per electron as

D(r) = 1 + b2 √r + b3 r

e0(r) = −b1 / D(r)

e(r) = e0(r) + b1 ln(1 + (exp(−e0(r)/b1) − 1)(1 − g))

with b1, b3 > 0, b2 ≥ 0 and the gradient factor g = (1 + 4χs²)^(−1/4), χ ≥ 0.

Two things puzzle me. The second term of e is never negative, so could it outweigh e0 and make the correlation energy positive? And as r → ∞ at fixed s, exp(−e0/b1) − 1 goes to zero, so the gradient term vanishes. Should the tail of e then be that of e0 alone, −b1/(b3 r), with no trace of g?

## No sign change, and g stays in the tail

The energy never becomes positive, and g does survive. The gradient term vanishes at low density, but so does e0, and for g < 1 both do so as 1/r. Their sum has the tail −g b1/(b3 r).

**One logarithm instead of two terms.** Put u = e0/b1 = −1/D, which is negative. Since e0 = b1 ln(exp(u)), the two terms combine:

e = b1 ln(exp(u) + (1 − exp(u))(1 − g)) = b1 ln(1 − (1 − exp(u)) g)

**A lower bound.** The argument of the logarithm is (1 − g)·1 + g exp(u), a weighted mean of exp(0) and exp(u). The exponential is convex, so this mean is at least exp(g u). Taking the logarithm and multiplying by b1 gives

g e0 ≤ e

**An upper bound.** From ln x ≤ x − 1 we get e ≤ −g b1 (1 − exp(u)). From exp(−u) ≥ 1 − u = (D + 1)/D we get exp(u) ≤ D/(1 + D), hence 1 − exp(u) ≥ 1/(1 + D). Together,

e ≤ −g b1 / (1 + D)

**Signs.** The upper bound is negative, so e < 0. Since e0 < 0 and g ≤ 1, we have e0 ≤ g e0 ≤ e. If e = e0, then g e0 ≤ e0, which forces g = 1; conversely, g = 1 removes the gradient term.

**High density.** As r → 0+, D → 1 and u → −1. The argument of the logarithm tends to 1 − (1 − exp(−1)) g, which is positive because g ≤ 1, so by continuity

e → b1 ln(1 − (1 − exp(−1)) g)

**Low density.** For any constant c and large r,

r / (c + D) = 1 / ((c + 1)/r + b2/√r + b3) → 1/b3

Multiplied by r, the lower bound is −g b1 r/D and the upper bound is −g b1 r/(1 + D). These are the cases c = 0 and c = 1, and both tend to −g b1/b3. So r e(r) does too.

**The limiting case s = 0.** Here g = 1 and e = e0 at every r. The high-density limit becomes b1 ln(exp(−1)) = −b1, and the low-density one becomes −b1/b3, as the formula for e0 gives directly. Only in this case, g = 1, is the tail of e that of e0 alone.

Here is the same argument in Lean 4 with Mathlib.

```lean
import Mathlib

open Filter Topology

namespace ScanSingleOrbitalCorrelation

noncomputable section

/-- The denominator `1 + b2 √r + b3 r` of the local energy, with `r` the Wigner-Seitz radius. -/
def den (b2 b3 r : ℝ) : ℝ := 1 + b2 * √r + b3 * r

/-- The local part `e0` of the SCAN correlation energy per electron at `alpha = 0`,
for `b2, b3, r ≥ 0`. -/
def localEnergy (b1 b2 b3 r : ℝ) : ℝ := -b1 / den b2 b3 r

/-- The SCAN correlation energy per electron at `alpha = 0` for a spin-unpolarized density,
with gradient factor `g`; the domain is `b1 > 0`, `b2, b3, r ≥ 0` and `g ≤ 1`. -/
def energy (b1 b2 b3 g r : ℝ) : ℝ :=
  localEnergy b1 b2 b3 r
    + b1 * Real.log (1 + (Real.exp (-localEnergy b1 b2 b3 r / b1) - 1) * (1 - g))

/-- The SCAN gradient factor `(1 + 4 χ s²)^(-1/4)` at reduced gradient `s`, for `χ ≥ 0`. -/
def gradientFactor (χ s : ℝ) : ℝ := (1 + 4 * χ * s ^ 2) ^ (-(1 / 4) : ℝ)

/-- For `χ ≥ 0` the SCAN gradient factor is positive and at most one. -/
theorem gradientFactor_mem {χ : ℝ} (hχ : 0 ≤ χ) (s : ℝ) :
    0 < gradientFactor χ s ∧ gradientFactor χ s ≤ 1 := by
  have h : 0 ≤ 4 * χ * s ^ 2 := by positivity
  exact ⟨Real.rpow_pos_of_pos (by linarith) _,
    Real.rpow_le_one_of_one_le_of_nonpos (by linarith) (by norm_num)⟩

/-- For `b2, b3, r ≥ 0` the denominator of the local energy is at least one. -/
theorem one_le_den {b2 b3 r : ℝ} (hb2 : 0 ≤ b2) (hb3 : 0 ≤ b3) (hr : 0 ≤ r) :
    1 ≤ den b2 b3 r := by
  have h1 := mul_nonneg hb2 (Real.sqrt_nonneg r)
  have h2 := mul_nonneg hb3 hr
  unfold den
  linarith

/-- For `b1 > 0`, `b2, b3, r ≥ 0` and `g ≤ 1`, the local and gradient terms merge into the
single logarithm `b1 ln(1 - (1 - exp(e0/b1)) g)`. -/
theorem energy_eq_log {b1 b2 b3 g r : ℝ} (hb1 : 0 < b1) (hb2 : 0 ≤ b2) (hb3 : 0 ≤ b3)
    (hg1 : g ≤ 1) (hr : 0 ≤ r) :
    energy b1 b2 b3 g r
      = b1 * Real.log (1 - (1 - Real.exp (localEnergy b1 b2 b3 r / b1)) * g) := by
  have hD := one_le_den hb2 hb3 hr
  have he : localEnergy b1 b2 b3 r < 0 :=
    div_neg_of_neg_of_pos (by linarith) (by linarith)
  unfold energy
  rw [neg_div]
  have hu : localEnergy b1 b2 b3 r / b1 < 0 := div_neg_of_neg_of_pos he hb1
  have hbu : localEnergy b1 b2 b3 r = b1 * (localEnergy b1 b2 b3 r / b1) := by
    field_simp
  generalize localEnergy b1 b2 b3 r / b1 = u at hu hbu ⊢
  have hE : 1 ≤ Real.exp (-u) := Real.one_le_exp (by linarith)
  have hpos : 0 < 1 + (Real.exp (-u) - 1) * (1 - g) := by
    have := mul_nonneg (sub_nonneg.2 hE) (sub_nonneg.2 hg1)
    linarith
  have hinv : Real.exp u * Real.exp (-u) = 1 := by
    rw [← Real.exp_add, add_neg_cancel, Real.exp_zero]
  -- pull the factor exp(e0/b1) into the logarithm
  have hfac : 1 - (1 - Real.exp u) * g
      = Real.exp u * (1 + (Real.exp (-u) - 1) * (1 - g)) := by
    linear_combination (g - 1) * hinv
  rw [hfac, Real.log_mul (Real.exp_ne_zero u) hpos.ne', Real.log_exp, hbu]
  ring

/-- For `b1 > 0`, `b2, b3, r ≥ 0` and `0 < g ≤ 1`, the correlation energy lies between
`g e0` and `-g b1 / (1 + D)`, where `D` is the denominator of `e0`. -/
theorem energy_bounds {b1 b2 b3 g r : ℝ} (hb1 : 0 < b1) (hb2 : 0 ≤ b2) (hb3 : 0 ≤ b3)
    (hg : 0 < g) (hg1 : g ≤ 1) (hr : 0 ≤ r) :
    g * localEnergy b1 b2 b3 r ≤ energy b1 b2 b3 g r ∧
      energy b1 b2 b3 g r ≤ -(g * b1) / (1 + den b2 b3 r) := by
  have hD : 0 < den b2 b3 r := by linarith [one_le_den hb2 hb3 hr]
  rw [energy_eq_log hb1 hb2 hb3 hg1 hr]
  have hbu : localEnergy b1 b2 b3 r = b1 * (localEnergy b1 b2 b3 r / b1) := by
    field_simp
  have huD : localEnergy b1 b2 b3 r / b1 = -(1 / den b2 b3 r) := by
    unfold localEnergy
    field_simp
  generalize localEnergy b1 b2 b3 r / b1 = u at hbu huD ⊢
  -- convexity of the exponential between 0 and u
  have hconv := convexOn_exp.2 (Set.mem_univ (0 : ℝ)) (Set.mem_univ u)
    (sub_nonneg.2 hg1) hg.le (by ring)
  simp only [smul_eq_mul, mul_zero, zero_add, Real.exp_zero, mul_one] at hconv
  have hle : Real.exp (g * u) ≤ 1 - (1 - Real.exp u) * g := by linarith
  have hpos : 0 < 1 - (1 - Real.exp u) * g := lt_of_lt_of_le (Real.exp_pos _) hle
  constructor
  · have h := mul_le_mul_of_nonneg_left ((Real.le_log_iff_exp_le hpos).2 hle) hb1.le
    rw [hbu]
    linarith
  · have hinv : Real.exp u * Real.exp (-u) = 1 := by
      rw [← Real.exp_add, add_neg_cancel, Real.exp_zero]
    have h1 : 1 / den b2 b3 r + 1 ≤ Real.exp (-u) := by
      have := Real.add_one_le_exp (-u)
      rw [huD] at this ⊢
      linarith
    have h2 := mul_le_mul_of_nonneg_left h1 (Real.exp_pos u).le
    rw [hinv] at h2
    have h3 := mul_le_mul_of_nonneg_left h2 hD.le
    have h4 : den b2 b3 r * (Real.exp u * (1 / den b2 b3 r + 1))
        = Real.exp u * (1 + den b2 b3 r) := by
      field_simp
    have h5 : 1 / (1 + den b2 b3 r) ≤ 1 - Real.exp u := by
      rw [div_le_iff₀ (by linarith)]
      linarith
    have h6 := mul_le_mul_of_nonneg_right h5 hg.le
    have h7 := Real.log_le_sub_one_of_pos hpos
    calc b1 * Real.log (1 - (1 - Real.exp u) * g)
        ≤ b1 * (-(1 / (1 + den b2 b3 r) * g)) :=
          mul_le_mul_of_nonneg_left (by linarith) hb1.le
      _ = -(g * b1) / (1 + den b2 b3 r) := by ring

/-- For `b1 > 0`, `b2, b3, r ≥ 0` and `0 < g ≤ 1`, the correlation energy equals its local
part exactly when `g = 1`. -/
theorem energy_eq_local_iff {b1 b2 b3 g r : ℝ} (hb1 : 0 < b1) (hb2 : 0 ≤ b2) (hb3 : 0 ≤ b3)
    (hg : 0 < g) (hg1 : g ≤ 1) (hr : 0 ≤ r) :
    energy b1 b2 b3 g r = localEnergy b1 b2 b3 r ↔ g = 1 := by
  constructor
  · intro h
    have hD := one_le_den hb2 hb3 hr
    have he : localEnergy b1 b2 b3 r < 0 :=
      div_neg_of_neg_of_pos (by linarith) (by linarith)
    have hl := (energy_bounds hb1 hb2 hb3 hg hg1 hr).1
    rw [h] at hl
    by_contra hne
    have hlt : g < 1 := lt_of_le_of_ne hg1 hne
    have := mul_neg_of_pos_of_neg (sub_pos.2 hlt) he
    linarith
  · rintro rfl
    simp [energy]

/-- For `b3 > 0` and any constant `c`, the ratio `r / (c + D(r))` tends to `1/b3` at low
density, where `D` is the denominator of the local energy. -/
theorem tendsto_div_den {b3 : ℝ} (b2 c : ℝ) (hb3 : 0 < b3) :
    Tendsto (fun r => r / (c + den b2 b3 r)) atTop (𝓝 b3⁻¹) := by
  have h1 : Tendsto (fun r : ℝ => r⁻¹) atTop (𝓝 0) := tendsto_inv_atTop_zero
  have h2 : Tendsto (fun r : ℝ => (√r)⁻¹) atTop (𝓝 0) :=
    tendsto_inv_atTop_zero.comp Real.tendsto_sqrt_atTop
  have h3 : Tendsto (fun r : ℝ => (c + 1) * r⁻¹ + b2 * (√r)⁻¹ + b3) atTop (𝓝 b3) := by
    have h := ((h1.const_mul (c + 1)).add (h2.const_mul b2)).add_const b3
    simpa only [mul_zero, zero_add] using h
  refine (h3.inv₀ hb3.ne').congr' ?_
  filter_upwards [eventually_gt_atTop (0 : ℝ)] with r hr
  have e1 : r * r⁻¹ = 1 := mul_inv_cancel₀ hr.ne'
  have e2 : r * (√r)⁻¹ = √r := by rw [← div_eq_mul_inv, Real.div_sqrt]
  have e3 : c + den b2 b3 r = r * ((c + 1) * r⁻¹ + b2 * (√r)⁻¹ + b3) := by
    unfold den
    linear_combination (-(c + 1)) * e1 - b2 * e2
  rw [e3, div_eq_mul_inv, mul_inv, ← mul_assoc, e1, one_mul]

/-- For `b1, b3 > 0`, `b2 ≥ 0` and fixed `0 < g ≤ 1`, the SCAN `alpha = 0` correlation energy
satisfies `e0 ≤ e < 0` for `r ≥ 0`, tends to `b1 ln(1 - (1 - exp(-1)) g)` as `r → 0+`, and
`r e(r)` tends to `-g b1/b3` as `r → ∞`. -/
theorem scan_correlation {b1 b2 b3 g : ℝ} (hb1 : 0 < b1) (hb2 : 0 ≤ b2) (hb3 : 0 < b3)
    (hg : 0 < g) (hg1 : g ≤ 1) :
    (∀ r, 0 ≤ r → localEnergy b1 b2 b3 r ≤ energy b1 b2 b3 g r ∧ energy b1 b2 b3 g r < 0) ∧
    Tendsto (energy b1 b2 b3 g) (𝓝[>] 0)
      (𝓝 (b1 * Real.log (1 - (1 - Real.exp (-1)) * g))) ∧
    Tendsto (fun r => r * energy b1 b2 b3 g r) atTop (𝓝 (-(g * b1 / b3))) := by
  refine ⟨fun r hr => ?_, ?_, ?_⟩
  · have hD := one_le_den hb2 hb3.le hr
    have he : localEnergy b1 b2 b3 r < 0 :=
      div_neg_of_neg_of_pos (by linarith) (by linarith)
    obtain ⟨hl, hu⟩ := energy_bounds hb1 hb2 hb3.le hg hg1 hr
    have h1 := mul_nonneg (sub_nonneg.2 hg1) (neg_nonneg.2 he.le)
    have h2 : -(g * b1) / (1 + den b2 b3 r) < 0 :=
      div_neg_of_neg_of_pos (neg_neg_of_pos (mul_pos hg hb1)) (by linarith)
    exact ⟨by linarith, by linarith⟩
  · -- high density: e0/b1 tends to -1 in the merged logarithm
    have hc : Continuous (den b2 b3) := by
      unfold den
      fun_prop
    have h0 : den b2 b3 0 = 1 := by simp [den]
    have hd : Tendsto (den b2 b3) (𝓝[>] 0) (𝓝 1) := by
      have h := (hc.tendsto 0).mono_left (nhdsWithin_le_nhds (s := Set.Ioi 0))
      rwa [h0] at h
    have hu : Tendsto (fun r => localEnergy b1 b2 b3 r / b1) (𝓝[>] 0) (𝓝 (-1)) := by
      have h := ((tendsto_const_nhds (x := -b1)).div hd one_ne_zero).div_const b1
      have e : -b1 / 1 / b1 = -1 := by
        rw [div_one, neg_div, div_self hb1.ne']
      rw [e] at h
      exact h
    have hexp := (Real.continuous_exp.tendsto (-1)).comp hu
    have hne : 1 - (1 - Real.exp (-1)) * g ≠ 0 := by
      have := mul_pos hg (Real.exp_pos (-1))
      apply ne_of_gt
      linarith
    have hlim := ((((hexp.const_sub 1).mul_const g).const_sub 1).log hne).const_mul b1
    refine hlim.congr' ?_
    filter_upwards [self_mem_nhdsWithin] with r hr
    exact (energy_eq_log hb1 hb2 hb3.le hg1 (Set.mem_Ioi.1 hr).le).symm
  · -- low density: squeeze between the two explicit bounds
    have e : -(g * b1 / b3) = -(g * b1) * b3⁻¹ := by ring
    rw [e]
    refine tendsto_of_tendsto_of_tendsto_of_le_of_le'
      ((tendsto_div_den b2 0 hb3).const_mul (-(g * b1)))
      ((tendsto_div_den b2 1 hb3).const_mul (-(g * b1))) ?_ ?_
    · filter_upwards [eventually_ge_atTop (0 : ℝ)] with r hr
      have h := mul_le_mul_of_nonneg_left (energy_bounds hb1 hb2 hb3.le hg hg1 hr).1 hr
      calc -(g * b1) * (r / (0 + den b2 b3 r)) = r * (g * localEnergy b1 b2 b3 r) := by
            rw [zero_add]
            unfold localEnergy
            ring
        _ ≤ r * energy b1 b2 b3 g r := h
    · filter_upwards [eventually_ge_atTop (0 : ℝ)] with r hr
      have h := mul_le_mul_of_nonneg_left (energy_bounds hb1 hb2 hb3.le hg hg1 hr).2 hr
      calc r * energy b1 b2 b3 g r ≤ r * (-(g * b1) / (1 + den b2 b3 r)) := h
        _ = -(g * b1) * (r / (1 + den b2 b3 r)) := by ring

end

end ScanSingleOrbitalCorrelation
```

```lean
#print axioms ScanSingleOrbitalCorrelation.gradientFactor_mem
-- 'ScanSingleOrbitalCorrelation.gradientFactor_mem' depends on axioms: [propext, Classical.choice, Quot.sound]
#print axioms ScanSingleOrbitalCorrelation.energy_eq_local_iff
-- 'ScanSingleOrbitalCorrelation.energy_eq_local_iff' depends on axioms: [propext, Classical.choice, Quot.sound]
#print axioms ScanSingleOrbitalCorrelation.scan_correlation
-- 'ScanSingleOrbitalCorrelation.scan_correlation' depends on axioms: [propext, Classical.choice, Quot.sound]
```

**What the statements say.** `den` is D, `localEnergy` is e0, `energy` is e in its original two-term form, and `gradientFactor` is the factor g as a function of χ and s. All quantities are real numbers.

The parameters are left general within their sign conditions. The constant b1 is the energy scale: it is the depth of e0 at r = 0. The constants b2 and b3 control how correlation weakens as the density falls, with b3 fixing the 1/r tail. The constant χ sets how strongly a density gradient reduces g.

The main theorem, `scan_correlation`, takes b1 > 0, b2 ≥ 0, b3 > 0 and 0 < g ≤ 1, and has three parts:

- For every r ≥ 0, including r = 0, e0 ≤ e and e < 0.
- As r approaches 0 from above, written `𝓝[>] 0`, e tends to the logarithm found above.
- As r grows without bound, written `atTop`, r e(r) tends to −g b1/b3.

In this theorem g is a number that does not change with r, so both limits are taken at fixed s. The link to the published factor is `gradientFactor_mem`: for χ ≥ 0 and any real s, the factor lies in the allowed range and can be inserted for g. The value g = 0 has to be excluded for the strict sign, because there the two terms cancel and e is zero.

For electronic structure, this means that in the α = 0, spin-unpolarized ingredient of SCAN, taken pointwise at fixed s, a gradient can weaken correlation but cannot reverse its sign. The theorems do not treat the spin-polarization factor, the interpolation to other values of α, or the energy integrated over a density in which r and s vary together.

**How the lemmas carry the argument.** `one_le_den` shows D ≥ 1, which gives the sign of e0 and keeps the denominators positive.

`energy_eq_log` is the merging step. It replaces e0/b1 by a single variable u with `generalize`, and proves that the merged argument equals exp(u) times the original one. That identity follows from exp(u) exp(−u) = 1 through `linear_combination`. `Real.log_mul` then splits the logarithm of the product, and the factor exp(u) gives back e0.

`energy_bounds` contains both inequalities. For the lower one, `convexOn_exp` is applied to the points 0 and u with weights 1 − g and g, and `Real.le_log_iff_exp_le` turns the result into a bound on the logarithm. For the upper one, `Real.add_one_le_exp` supplies exp(−u) ≥ 1 − u. Multiplying by exp(u) and then by D leads to 1 − exp(u) ≥ 1/(1 + D), and `Real.log_le_sub_one_of_pos` supplies ln x ≤ x − 1.

`energy_eq_local_iff` treats the equality case. It assumes g < 1 and obtains a contradiction from the lower bound; the other direction is a simplification at g = 1.

`tendsto_div_den` proves the limit of r/(c + D) by showing that (c + 1)/r + b2/√r + b3 tends to b3 and inverting. The rewriting needs r > 0, so it is done only for such r, which is enough for a limit at infinity.

In `scan_correlation`, the signs come from the two bounds. The high-density limit is built up from the continuity of D, the exponential and the logarithm, and is then transferred to `energy` by the merging identity. The low-density limit uses the squeeze theorem `tendsto_of_tendsto_of_tendsto_of_le_of_le'`, with `tendsto_div_den` at c = 0 for the lower bound and c = 1 for the upper.
